# For adjoint ladder operators with $ab-ba=1$ and a one-dimensional vacuum space, $b^n\Omega$ spans the eigenspace of $ba$ at $n$

Let me take the oscillator's ladder operators as linear maps $a,b$ defined on all of a complex inner-product space $V$, such as the finite combinations of number states, so that operator domains never enter. I assume $\langle bu,v\rangle=\langle u,av\rangle$, $ab-ba=1$, and a vacuum $\Omega\neq0$ that is unique up to a factor. Textbooks then say that $b^n\Omega$ is the only state with $n$ quanta, again up to a factor. The usual argument shows that $b^n\Omega$ has eigenvalue $n$, but often passes quickly over why nothing else does. Can I see a full proof, checked in Lean?

## Each level is the image of the one below

Yes. Write $L_n=\{v\in V: bav=nv\}$ for the $n$-th level.

**Level zero is $\ker a$.** If $bav=0$, then $\|av\|^2=\langle bav,v\rangle=0$, so $av=0$. The converse is immediate.

**$L_{n+1}=bL_n$.** If $w\in L_n$, then
$$ba(bw)=b(baw+w)=(n+1)\,bw.$$
Conversely, let $v\in L_{n+1}$ and put $w=av/(n+1)$. Then $bw=bav/(n+1)=v$. Also
$$ba(av)=ab(av)-av=(n+1)av-av=n\,av,$$
so $w\in L_n$. This is the uniqueness step: every vector of level $n+1$ comes from level $n$. By induction, $L_n=b^n(\ker a)$.

**$b$ is injective.** If $bv=0$, then $0=abv=bav+v$, so $bav=-v$ and $\|av\|^2=\langle bav,v\rangle=-\|v\|^2$. Hence $v=0$.

With $\ker a=\mathbb C\Omega$ it follows that $L_n=\mathbb C\,b^n\Omega$ and $b^n\Omega\neq0$. Since $\|b^{n+1}\Omega\|^2=\langle b^n\Omega,ab\,b^n\Omega\rangle=(n+1)\|b^n\Omega\|^2$, the normalised state is $b^n\Omega/(\sqrt{n!}\,\|\Omega\|)$.

If $T$ commutes with $ba$, then $T$ maps $L_n$ into itself, so $Tb^n\Omega$ is a multiple of $b^n\Omega$.

## What the Lean statements say

The type `Module.End ℂ V` holds the linear maps from $V$ to itself, with no boundedness required; `*` is composition. One can think of $V$ as the finite combinations of number states. It cannot be a full Hilbert space: there, maps defined everywhere and adjoint to each other are bounded, and bounded operators on a nonzero space never satisfy $ab-ba=1$. `level a b n` is $L_n$, and Mathlib's inner product is conjugate-linear in its first slot.

The hypothesis `h` is the canonical commutation relation in ladder form, and `hadj` says that $b$ is the adjoint of $a$ on $V$. The condition `hdim` says that the ground state is non-degenerate, as for a single mode with no spin or other spectator. Without it, `level_rank` still gives every level the degeneracy of the vacuum.

`ladder` concludes that $b^n\Omega$ is an eigenvector (hence nonzero), that it spans the level, and that the level has dimension one. Neither non-integer eigenvalues nor eigenvectors in the completion of $V$ are treated.

For a single harmonic vibrational mode with $H=\hbar\omega(ba+\tfrac12)$ on $V$, the theorem says that the energy $\hbar\omega(n+\tfrac12)$ belongs to exactly one state in $V$, up to a factor, so $n$ alone labels it.

`ladder_witness` checks a concrete model: polynomials in $z$, with $a=d/dz$, $b$ multiplication by $z$, and the form $\sum_n n!\,\overline{p_n}q_n$, where $p_n$ and $q_n$ are the coefficients of $z^n$ in $p$ and $q$. The commutator is the product rule, $(zp)'-zp'=p$. For $q=cz^{n+1}$, both sides of the adjoint relation equal $(n+1)!\,\overline{p_n}c$; for constant $q$ both vanish. Positivity holds because $\sum_n n!|p_n|^2>0$ for $p\neq0$, and $p'=0$ exactly for constants. The theorem states these properties directly, without registering the form as an inner product in Mathlib.

```lean
import Mathlib

open Polynomial ComplexConjugate

namespace OscillatorLadder

variable {V : Type*} [NormedAddCommGroup V] [InnerProductSpace ℂ V]
  {a b : Module.End ℂ V}

/-- The `n`-th level of the oscillator: all vectors `v` with `b a v = n v`. -/
def level (a b : Module.End ℂ V) (n : ℕ) : Submodule ℂ V :=
  Module.End.eigenspace (b * a) (n : ℂ)

/-- A vector lies in the `n`-th level exactly when the number operator `b a`
multiplies it by `n`. -/
theorem mem_level {n : ℕ} {v : V} : v ∈ level a b n ↔ b (a v) = (n : ℂ) • v := by
  rw [level, Module.End.mem_eigenspace_iff, Module.End.mul_apply]

/-- The commutation relation `ab - ba = 1` applied to a vector. -/
theorem comm_apply (h : a * b - b * a = 1) (v : V) : a (b v) = b (a v) + v := by
  have h1 := LinearMap.congr_fun h v
  simp only [LinearMap.sub_apply, Module.End.mul_apply, Module.End.one_apply] at h1
  exact sub_eq_iff_eq_add'.mp h1

/-- If `b` is adjoint to `a`, the level with zero quanta consists exactly of the vectors
annihilated by `a`. -/
theorem level_zero (hadj : ∀ u v, inner ℂ (b u) v = inner ℂ u (a v)) :
    level a b 0 = LinearMap.ker a := by
  ext v
  rw [mem_level, LinearMap.mem_ker, Nat.cast_zero, zero_smul]
  constructor
  · intro h
    -- the squared norm of `a v` is the inner product of `b a v` with `v`
    have h1 := hadj (a v) v
    rw [h, inner_zero_left] at h1
    exact inner_self_eq_zero.mp h1.symm
  · intro h
    rw [h, map_zero]

/-- If `ab - ba = 1`, the raising operator `b` maps each level onto the next one. -/
theorem level_succ (h : a * b - b * a = 1) (n : ℕ) :
    level a b (n + 1) = (level a b n).map b := by
  ext v
  rw [Submodule.mem_map]
  constructor
  · intro hv
    rw [mem_level] at hv
    push_cast at hv
    have hn : (n : ℂ) + 1 ≠ 0 := Nat.cast_add_one_ne_zero n
    -- lowering `v` and dividing by `n + 1` gives its preimage
    refine ⟨((n : ℂ) + 1)⁻¹ • a v, Submodule.smul_mem _ _ ?_, ?_⟩
    · rw [mem_level]
      have h1 := comm_apply h (a v)
      rw [hv, map_smul] at h1
      linear_combination (norm := module) (-1 : ℂ) • h1
    · rw [map_smul, hv, smul_smul, inv_mul_cancel₀ hn, one_smul]
  · rintro ⟨w, hw, rfl⟩
    rw [mem_level] at hw ⊢
    rw [comm_apply h w, hw, map_add, map_smul]
    push_cast
    module

/-- For mutually adjoint `a`, `b` with `ab - ba = 1`, the `n`-th level is obtained by applying
`b` to the vacua `n` times, however many independent vacua there are. -/
theorem level_eq_map (h : a * b - b * a = 1)
    (hadj : ∀ u v, inner ℂ (b u) v = inner ℂ u (a v)) (n : ℕ) :
    level a b n = (LinearMap.ker a).map (b ^ n) := by
  induction n with
  | zero => rw [level_zero hadj, pow_zero, Module.End.one_eq_id, Submodule.map_id]
  | succ n ih =>
    rw [level_succ h, ih, ← Submodule.map_comp, pow_succ', Module.End.mul_eq_comp]

/-- For mutually adjoint `a`, `b` with `ab - ba = 1`, adding `n` quanta never
identifies two different vectors. -/
theorem raising_injective (h : a * b - b * a = 1)
    (hadj : ∀ u v, inner ℂ (b u) v = inner ℂ u (a v)) (n : ℕ) :
    Function.Injective (b ^ n) := by
  have hb : Function.Injective b := by
    rw [injective_iff_map_eq_zero]
    intro v hv
    have h1 := comm_apply h v
    rw [hv, map_zero] at h1
    have h2 : b (a v) = -v := eq_neg_of_add_eq_zero_left h1.symm
    -- `b v = 0` would make the squared norm of `a v` equal to minus that of `v`
    have h3 := hadj (a v) v
    rw [h2, inner_neg_left, inner_self_eq_norm_sq_to_K, inner_self_eq_norm_sq_to_K] at h3
    have h4 : -(‖v‖ ^ 2) = ‖a v‖ ^ 2 := by exact_mod_cast h3
    have h5 : ‖v‖ ^ 2 = 0 := by linarith [sq_nonneg ‖v‖, sq_nonneg ‖a v‖]
    exact norm_eq_zero.mp ((pow_eq_zero_iff two_ne_zero).mp h5)
  rw [Module.End.coe_pow]
  exact hb.iterate n

/-- For mutually adjoint `a`, `b` with `ab - ba = 1`, every level has the same degeneracy
as the vacuum, finite or infinite. -/
theorem level_rank (h : a * b - b * a = 1)
    (hadj : ∀ u v, inner ℂ (b u) v = inner ℂ u (a v)) (n : ℕ) :
    Module.rank ℂ (level a b n) = Module.rank ℂ (LinearMap.ker a) := by
  rw [level_eq_map h hadj n]
  exact (Submodule.equivMapOfInjective (b ^ n) (raising_injective h hadj n) _).rank_eq.symm

/-- Ladder theorem: let `a`, `b` be mutually adjoint with `ab - ba = 1`, and let the kernel of
`a` be one-dimensional with nonzero vacuum `Ω`. Then for every `n` the vector `bⁿ Ω` is an
eigenvector of `b a` with eigenvalue `n`, and it spans the one-dimensional eigenspace. -/
theorem ladder (h : a * b - b * a = 1)
    (hadj : ∀ u v, inner ℂ (b u) v = inner ℂ u (a v))
    (hdim : Module.finrank ℂ (LinearMap.ker a) = 1)
    {Ω : V} (hΩ : a Ω = 0) (hne : Ω ≠ 0) (n : ℕ) :
    Module.End.HasEigenvector (b * a) (n : ℂ) ((b ^ n) Ω) ∧
      level a b n = Submodule.span ℂ {(b ^ n) Ω} ∧
      Module.finrank ℂ (level a b n) = 1 := by
  -- the vacuum spans the kernel of `a`
  have hker : LinearMap.ker a = Submodule.span ℂ {Ω} := by
    apply le_antisymm
    · intro w hw
      obtain ⟨c, hc⟩ := (finrank_eq_one_iff_of_nonzero'
        (⟨Ω, LinearMap.mem_ker.mpr hΩ⟩ : LinearMap.ker a)
        (fun h0 => hne (congrArg Subtype.val h0))).mp hdim ⟨w, hw⟩
      exact Submodule.mem_span_singleton.mpr ⟨c, congrArg Subtype.val hc⟩
    · exact (Submodule.span_singleton_le_iff_mem _ _).mpr (LinearMap.mem_ker.mpr hΩ)
  have hspan : level a b n = Submodule.span ℂ {(b ^ n) Ω} := by
    rw [level_eq_map h hadj, hker, Submodule.map_span, Set.image_singleton]
  have hmem : (b ^ n) Ω ∈ level a b n := by
    rw [hspan]
    exact Submodule.mem_span_singleton_self _
  refine ⟨⟨hmem, fun h0 => hne ?_⟩, hspan, ?_⟩
  · exact raising_injective h hadj n (h0.trans (map_zero _).symm)
  · exact (congrArg Cardinal.toNat (level_rank h hadj n)).trans hdim

/-- Under the hypotheses of the ladder theorem, every operator `T` that commutes with the
number operator `b a` is diagonal on the number states `bⁿ Ω`. -/
theorem diagonal_of_commute (h : a * b - b * a = 1)
    (hadj : ∀ u v, inner ℂ (b u) v = inner ℂ u (a v))
    (hdim : Module.finrank ℂ (LinearMap.ker a) = 1)
    {Ω : V} (hΩ : a Ω = 0) (hne : Ω ≠ 0) (T : Module.End ℂ V)
    (hT : T * (b * a) = (b * a) * T) (n : ℕ) :
    ∃ t : ℂ, T ((b ^ n) Ω) = t • (b ^ n) Ω := by
  obtain ⟨hvec, hspan, -⟩ := ladder h hadj hdim hΩ hne n
  have hx : b (a ((b ^ n) Ω)) = (n : ℂ) • (b ^ n) Ω := mem_level.mp hvec.1
  -- `T` maps the level into itself
  have hmem : T ((b ^ n) Ω) ∈ level a b n := by
    have h1 : T (b (a ((b ^ n) Ω))) = b (a (T ((b ^ n) Ω))) :=
      LinearMap.congr_fun hT ((b ^ n) Ω)
    rw [mem_level, ← h1, hx, map_smul]
  rw [hspan] at hmem
  obtain ⟨t, ht⟩ := Submodule.mem_span_singleton.mp hmem
  exact ⟨t, ht.symm⟩

/-- The form `∑ n! conj(pₙ) qₙ` on complex polynomials. -/
noncomputable def fockForm (p q : ℂ[X]) : ℂ :=
  q.sum fun n c => (n.factorial : ℂ) * conj (p.coeff n) * c

/-- On complex polynomials, differentiation and multiplication by the variable satisfy the
commutation relation and are mutually adjoint for the positive form `fockForm`; the
polynomials annihilated by differentiation are the constants. -/
theorem ladder_witness :
    (∀ p : ℂ[X], derivative (X * p) - X * derivative p = p) ∧
    (∀ p q : ℂ[X], fockForm (X * p) q = fockForm p (derivative q)) ∧
    (∀ p : ℂ[X], p ≠ 0 → 0 < (fockForm p p).re) ∧
    (∀ p : ℂ[X], derivative p = 0 ↔ ∃ c : ℂ, p = C c) := by
  have hadd : ∀ p q r : ℂ[X], fockForm p (q + r) = fockForm p q + fockForm p r :=
    fun p q r => Polynomial.sum_add_index q r _ (by simp) (by intros; ring)
  have hmon : ∀ (p : ℂ[X]) (n : ℕ) (c : ℂ),
      fockForm p (monomial n c) = (n.factorial : ℂ) * conj (p.coeff n) * c :=
    fun p n c => Polynomial.sum_monomial_index c
      (fun k d => (k.factorial : ℂ) * conj (p.coeff k) * d) (by simp)
  refine ⟨fun p => ?_, fun p q => ?_, fun p hp => ?_, fun p => ⟨fun hp => ?_, ?_⟩⟩
  · rw [derivative_mul, derivative_X]
    ring
  · -- by linearity it is enough to compare monomials
    induction q using Polynomial.induction_on' with
    | add q r hq hr => rw [derivative_add, hadd, hadd, hq, hr]
    | monomial n c =>
      rw [derivative_monomial, hmon, hmon]
      cases n with
      | zero => simp
      | succ n =>
        rw [Polynomial.coeff_X_mul, Nat.add_sub_cancel, Nat.factorial_succ]
        push_cast
        ring
  · rw [fockForm, Polynomial.sum_def, Complex.re_sum]
    refine Finset.sum_pos (fun n hn => ?_)
      (Finset.nonempty_iff_ne_empty.mpr (by simpa [Polynomial.support_eq_empty] using hp))
    have h1 : (n.factorial : ℂ) * conj (p.coeff n) * p.coeff n
        = (((n.factorial : ℝ) * Complex.normSq (p.coeff n) : ℝ) : ℂ) := by
      push_cast
      rw [Complex.normSq_eq_conj_mul_self]
      ring
    rw [h1, Complex.ofReal_re]
    exact mul_pos (by exact_mod_cast Nat.factorial_pos n)
      (Complex.normSq_pos.mpr (Polynomial.mem_support_iff.mp hn))
  · exact ⟨p.coeff 0, Polynomial.eq_C_of_natDegree_eq_zero
      (Polynomial.derivative_eq_zero.mp hp)⟩
  · rintro ⟨c, rfl⟩
    exact derivative_C

end OscillatorLadder
```

```lean
#print axioms OscillatorLadder.ladder
-- 'OscillatorLadder.ladder' depends on axioms: [propext, Classical.choice, Quot.sound]
#print axioms OscillatorLadder.diagonal_of_commute
-- 'OscillatorLadder.diagonal_of_commute' depends on axioms: [propext, Classical.choice, Quot.sound]
```

## The argument in the code

`comm_apply` turns the operator identity into $abv=bav+v$. `level_zero` applies `hadj` to the pair $av,v$, which is the norm computation above. In `level_succ`, `refine` supplies the preimage $av/(n+1)$, and `linear_combination` carries out the subtraction that leaves $n\,av$. `level_eq_map` is the induction.

`raising_injective` obtains $-\|v\|^2=\|av\|^2$ and lets `linarith` conclude that $\|v\|^2=0$; iterating gives injectivity of $b^n$. `level_rank` uses this to identify $\ker a$ with its image.

`ladder` first shows that $\Omega$ spans the kernel, then carries that span upward with `level_eq_map`. `diagonal_of_commute` places $Tb^n\Omega$ in the level and reads off the factor `t`. In the polynomial model, the adjoint relation is proved by induction on $q$, which reduces it to monomials.
